# Density fitting: when the Gram matrix is invertible, V⁻¹b is the unique least-squares fit

## Densities, metric and auxiliary functions

Let E be a real inner-product space whose elements are densities. Its inner product ⟨f, g⟩ is the metric of the fit. For Coulomb fitting it is the repulsion integral

⟨f, g⟩ = ∫∫ f(r) g(r′) / |r − r′| dr dr′,

on a space of real densities where this integral is finite and positive definite. The file takes any such E, of finite or infinite dimension, and uses no property of Gaussians. The auxiliary functions u_P are labelled by a finite index type `ι`.

```lean
import Mathlib

open Matrix

namespace DensityFitting

noncomputable section

variable {E ι : Type*} [NormedAddCommGroup E] [InnerProductSpace ℝ E] [Fintype ι]
```

The Gram matrix has the entries

V_PQ = ⟨u_P, u_Q⟩.

```lean
/-- The Gram matrix `V` of the auxiliary functions, `V P Q = ⟨u P, u Q⟩`. -/
def metric (u : ι → E) : Matrix ι ι ℝ :=
  Matrix.of fun P Q => inner ℝ (u P) (u Q)
```

A density f enters the fit through the vector

(b_f)_P = ⟨u_P, f⟩.

The Lean name is `overlap`, but in the Coulomb metric these numbers are repulsion integrals.

```lean
/-- The vector `b` of inner products of the auxiliary functions with a density `f`. -/
def overlap (u : ι → E) (f : E) : ι → ℝ :=
  fun P => inner ℝ (u P) f
```

Write U(c) for the expansion with real coefficients c:

U(c) = ∑_P c_P u_P.

```lean
/-- The expansion `∑ c P • u P` in auxiliary functions with coefficients `c`. -/
def expand (u : ι → E) (c : ι → ℝ) : E :=
  ∑ P, c P • u P
```

## Inner products with an expansion

By linearity in the second argument,

⟨u_P, U(c)⟩ = ∑_Q c_Q ⟨u_P, u_Q⟩ = (Vc)_P.

Lean writes the matrix–vector product as `*ᵥ`. The proof compares components, and `inner_sum` and `real_inner_smul_right` supply the linearity.

```lean
/-- The inner products of the auxiliary functions with an expansion are `V c`. -/
theorem overlap_expand (u : ι → E) (c : ι → ℝ) :
    overlap u (expand u c) = metric u *ᵥ c := by
  ext P
  simp only [overlap, expand, metric, Matrix.mulVec, dotProduct, Matrix.of_apply,
    inner_sum, real_inner_smul_right]
  exact Finset.sum_congr rfl fun Q _ => mul_comm _ _
```

Linearity in the first argument gives, for any density g,

⟨U(c), g⟩ = ∑_P c_P ⟨u_P, g⟩ = cᵀb_g,

where the dot product is `⬝ᵥ` in Lean. Taking g = U(c) and using the previous step gives ‖U(c)‖² = cᵀVc.

```lean
/-- The inner product of an expansion with a density `g` is the coefficient vector
dotted with the vector `b` of `g`. -/
theorem inner_expand (u : ι → E) (c : ι → ℝ) (g : E) :
    inner ℝ (expand u c) g = c ⬝ᵥ overlap u g := by
  simp only [expand, overlap, dotProduct, sum_inner, real_inner_smul_left]
```

## Coefficients and residual

The fitting coefficients are

c_f = V⁻¹b_f.

```lean
variable [DecidableEq ι]

/-- The fitting coefficients `V⁻¹ b` of a density `f`, for auxiliary functions with
invertible Gram matrix. -/
def fitCoeff (u : ι → E) (f : E) : ι → ℝ :=
  (metric u)⁻¹ *ᵥ overlap u f
```

What the fit leaves over is the residual

r_f = f − U(c_f).

```lean
/-- The fitting residual: the density `f` minus its expansion with coefficients `V⁻¹ b`,
for auxiliary functions with invertible Gram matrix. -/
def residual (u : ι → E) (f : E) : E :=
  f - expand u (fitCoeff u f)
```

The theorems about the fit assume `IsUnit (metric u).det`, which says that det V ≠ 0. The next step identifies this condition with linear independence of the auxiliary functions.

Suppose first that V is invertible and U(x) = 0. Then Vx = 0, because its components are ⟨u_P, U(x)⟩, and so x = 0. Conversely, suppose that the u_P are independent but det V = 0. Then some x ≠ 0 has Vx = 0, and

‖U(x)‖² = xᵀVx = 0.

Hence U(x) = 0, and independence forces x = 0, a contradiction. The two bullets of the proof are these two directions.

```lean
/-- The Gram matrix is invertible exactly when the auxiliary functions are linearly
independent. -/
theorem isUnit_det_metric_iff (u : ι → E) :
    IsUnit (metric u).det ↔ LinearIndependent ℝ u := by
  rw [Fintype.linearIndependent_iff]
  constructor
  · intro hV x hx P
    have hx' : expand u x = 0 := hx
    have h : metric u *ᵥ x = 0 := by
      rw [← overlap_expand, hx']
      ext Q
      simp [overlap]
    exact congrFun (Matrix.eq_zero_of_mulVec_eq_zero hV.ne_zero h) P
  · intro h
    rw [isUnit_iff_ne_zero]
    intro hdet
    -- a null vector of `V` gives an expansion of zero norm
    obtain ⟨x, hx0, hx⟩ := Matrix.exists_mulVec_eq_zero_iff.mpr hdet
    have h0 : inner ℝ (expand u x) (expand u x) = 0 := by
      rw [inner_expand, overlap_expand, hx, dotProduct_zero]
    exact hx0 (funext (h x (inner_self_eq_zero.mp h0)))
```

## The residual is orthogonal to every expansion

The coefficients solve the normal equations, since

Vc_f = VV⁻¹b_f = b_f.

For any coefficients d it follows that

⟨U(d), r_f⟩ = dᵀb_f − dᵀVc_f = 0.

In the proof, `hn` is the normal equation, and the final rewrite is the displayed line.

```lean
/-- If the Gram matrix is invertible, the fitting residual is orthogonal to every
expansion in the auxiliary functions. -/
theorem inner_expand_residual {u : ι → E} (hV : IsUnit (metric u).det)
    (f : E) (d : ι → ℝ) : inner ℝ (expand u d) (residual u f) = 0 := by
  -- the normal equations `V c = b`
  have hn : metric u *ᵥ fitCoeff u f = overlap u f := by
    rw [fitCoeff, Matrix.mulVec_mulVec, Matrix.mul_nonsing_inv _ hV, Matrix.one_mulVec]
  rw [residual, inner_sub_right, inner_expand, inner_expand, overlap_expand, hn, sub_self]
```

## The error of a fitted integral

For two densities f and g, the fitted approximation to ⟨f, g⟩ is b_fᵀV⁻¹b_g. Orthogonality removes the expansion part of r_f:

⟨r_f, r_g⟩ = ⟨f, r_g⟩ − ⟨U(c_f), r_g⟩ = ⟨f, r_g⟩.

Expanding r_g then gives

⟨f, r_g⟩ = ⟨f, g⟩ − ⟨f, U(c_g)⟩ = ⟨f, g⟩ − b_fᵀV⁻¹b_g.

The error is therefore the inner product of the two residuals. The first display is `h1`, and `h2` evaluates ⟨f, U(c_g)⟩ as b_fᵀc_g.

```lean
/-- If the Gram matrix is invertible, the error of the fitted integral `b_fᵀ V⁻¹ b_g` for
`⟨f, g⟩` is the inner product of the two fitting residuals. -/
theorem fitted_integral_error {u : ι → E} (hV : IsUnit (metric u).det) (f g : E) :
    inner ℝ f g - overlap u f ⬝ᵥ ((metric u)⁻¹ *ᵥ overlap u g)
      = inner ℝ (residual u f) (residual u g) := by
  have h1 : inner ℝ (residual u f) (residual u g) = inner ℝ f (residual u g) := by
    conv_lhs => rw [residual.eq_1 u f]
    rw [inner_sub_left, inner_expand_residual hV, sub_zero]
  have h2 : inner ℝ f (expand u (fitCoeff u g)) = overlap u f ⬝ᵥ fitCoeff u g := by
    rw [real_inner_comm, inner_expand, dotProduct_comm]
  rw [h1, residual, inner_sub_right, h2, fitCoeff]
```

## The minimum and its uniqueness

Compare the fit with trial coefficients d. Since U is linear,

f − U(d) = r_f − U(d − c_f).

The two terms on the right are orthogonal, so the cross term in the squared norm vanishes:

‖f − U(d)‖² = ‖r_f‖² + ‖U(d − c_f)‖².

Here `hs` is the decomposition and `ho` the orthogonality.

```lean
/-- If the Gram matrix is invertible, the squared error of any trial expansion is that of
the fit plus the squared norm of the expansion of the coefficient difference. -/
theorem error_pythagoras {u : ι → E} (hV : IsUnit (metric u).det) (f : E) (d : ι → ℝ) :
    ‖f - expand u d‖ ^ 2
      = ‖residual u f‖ ^ 2 + ‖expand u (d - fitCoeff u f)‖ ^ 2 := by
  have hs : f - expand u d = residual u f - expand u (d - fitCoeff u f) := by
    have he : expand u (d - fitCoeff u f) = expand u d - expand u (fitCoeff u f) := by
      simp only [expand, Pi.sub_apply, sub_smul, Finset.sum_sub_distrib]
    rw [he, residual]
    abel
  have ho : inner ℝ (residual u f) (expand u (d - fitCoeff u f)) = 0 := by
    rw [real_inner_comm]
    exact inner_expand_residual hV f _
  rw [hs, norm_sub_sq_real, ho]
  ring
```

Setting g = f in the formula for the integral error gives the value at the fit:

‖f − U(c_f)‖² = ⟨f, f⟩ − b_fᵀV⁻¹b_f.

If d ≠ c_f, linear independence gives U(d − c_f) ≠ 0. The last term in the Pythagorean identity is then positive, so

‖f − U(c_f)‖² < ‖f − U(d)‖².

The theorem `density_fitting` states both facts: the squared error of the fit, and the strict inequality for every other coefficient vector. The minimisation is unconstrained, so a fit that must also reproduce the total charge is a different problem.

```lean
/-- Density fitting: if the Gram matrix is invertible, the coefficients `V⁻¹ b` give the
squared error `⟨f, f⟩ - bᵀ V⁻¹ b`, and all other coefficients give a larger one. -/
theorem density_fitting {u : ι → E} (hV : IsUnit (metric u).det) (f : E) :
    ‖f - expand u (fitCoeff u f)‖ ^ 2
        = inner ℝ f f - overlap u f ⬝ᵥ ((metric u)⁻¹ *ᵥ overlap u f) ∧
      ∀ d : ι → ℝ, d ≠ fitCoeff u f →
        ‖f - expand u (fitCoeff u f)‖ ^ 2 < ‖f - expand u d‖ ^ 2 := by
  constructor
  · rw [fitted_integral_error hV, real_inner_self_eq_norm_sq, residual]
  · intro d hd
    -- by linear independence, different coefficients give a different expansion
    have hne : expand u (d - fitCoeff u f) ≠ 0 := by
      intro h0
      have hli := Fintype.linearIndependent_iff.mp ((isUnit_det_metric_iff u).mp hV)
      exact hd (sub_eq_zero.mp (funext (hli _ h0)))
    have hpos : 0 < ‖expand u (d - fitCoeff u f)‖ ^ 2 := pow_pos (norm_pos_iff.mpr hne) 2
    have hp := error_pythagoras hV f d
    rw [residual] at hp
    linarith
```

## The fitted self-repulsion is a lower bound

A squared norm is non-negative, so the value at the minimum yields

b_fᵀV⁻¹b_f ≤ ⟨f, f⟩.

In the Coulomb metric and atomic units, ⟨f, f⟩ is twice the classical electrostatic self-energy of f, and fitting never raises it. The Lean name `fitted_self_energy_le` leaves out this factor of two.

Equality means ‖r_f‖² = 0, hence f = U(c_f), which is an expansion. Conversely, if f = U(d) for some d, the Pythagorean identity reads

0 = ‖r_f‖² + ‖U(d − c_f)‖².

Both terms are non-negative, so r_f = 0 and equality holds. Lean states this equivalence as the second half of the theorem, with `∃ d : ι → ℝ, f = expand u d` for "f is an expansion", and `linarith` combines the inequalities.

```lean
/-- If the Gram matrix is invertible, the fitted value `bᵀ V⁻¹ b` never exceeds `⟨f, f⟩`, and equals
it exactly when `f` is an expansion in the auxiliary functions. -/
theorem fitted_self_energy_le {u : ι → E} (hV : IsUnit (metric u).det) (f : E) :
    overlap u f ⬝ᵥ ((metric u)⁻¹ *ᵥ overlap u f) ≤ inner ℝ f f ∧
      (overlap u f ⬝ᵥ ((metric u)⁻¹ *ᵥ overlap u f) = inner ℝ f f ↔
        ∃ d : ι → ℝ, f = expand u d) := by
  have hmin := (density_fitting hV f).1
  refine ⟨by linarith [sq_nonneg ‖f - expand u (fitCoeff u f)‖], ?_, ?_⟩
  · intro h
    have h0 : ‖f - expand u (fitCoeff u f)‖ ^ 2 = 0 := by linarith
    exact ⟨fitCoeff u f, sub_eq_zero.mp (norm_eq_zero.mp (pow_eq_zero_iff two_ne_zero |>.mp h0))⟩
  · rintro ⟨d, hd⟩
    -- an exact expansion leaves no room for a residual
    have hp := error_pythagoras hV f d
    have hz : ‖f - expand u d‖ ^ 2 = 0 := by
      rw [sub_eq_zero.mpr hd, norm_zero]
      norm_num
    rw [hz, residual] at hp
    linarith [sq_nonneg ‖f - expand u (fitCoeff u f)‖,
      sq_nonneg ‖expand u (d - fitCoeff u f)‖]
```

## A bound for integrals between two densities

For f ≠ g the error can have either sign. The Cauchy–Schwarz inequality, applied to the inner product of the residuals, bounds its size:

|⟨f, g⟩ − b_fᵀV⁻¹b_g| ≤ ‖r_f‖ ‖r_g‖.

In electronic structure, f and g can be products of real orbitals and ⟨f, g⟩ a two-electron repulsion integral; for a finite, linearly independent auxiliary set fitted in the Coulomb metric, the error is then at most the product of the two fitting errors. The theorem uses the same inner product for the fit and for the target integral. If the coefficients are instead fitted in the ordinary overlap metric and ⟨f, g⟩ is replaced by the Coulomb integral of the two expansions, the bound can fail. How small the residuals are depends on the auxiliary set, and the theorem gives no estimate of that. Nor does it treat the rounding errors that arise when V is nearly singular.

```lean
/-- If the Gram matrix is invertible, the error of a fitted integral between two densities
is at most the product of the norms of their fitting residuals. -/
theorem abs_fitted_integral_error_le {u : ι → E} (hV : IsUnit (metric u).det) (f g : E) :
    |inner ℝ f g - overlap u f ⬝ᵥ ((metric u)⁻¹ *ᵥ overlap u g)|
      ≤ ‖residual u f‖ * ‖residual u g‖ := by
  rw [fitted_integral_error hV]
  exact abs_real_inner_le_norm _ _

end

end DensityFitting
```

```lean
#print axioms DensityFitting.density_fitting
-- 'DensityFitting.density_fitting' depends on axioms: [propext, Classical.choice, Quot.sound]
#print axioms DensityFitting.fitted_self_energy_le
-- 'DensityFitting.fitted_self_energy_le' depends on axioms: [propext, Classical.choice, Quot.sound]
#print axioms DensityFitting.abs_fitted_integral_error_le
-- 'DensityFitting.abs_fitted_integral_error_le' depends on axioms: [propext, Classical.choice, Quot.sound]
```
